# With finitely many states, the exact density-based basis-set correction leaves only the restriction on densities

Take two states, 0 and 1, that have the same density and internal energies 2 and 1, and let there be no external energy. A basis that contains only state 0 gives the energy 2. At the common density, the lowest internal energy is 1 among all states and 2 within the basis. Adding the difference $1-2=-1$ to the energy of state 0 gives 1, which is the energy of the state that the basis lacks. The correction has recovered the energy of the better state, although it depends on the density alone.

Now add state 2, with a different density and internal energy 0. The true minimum drops to 0, but the corrected basis energy remains 1, because no basis state has the density of state 2. The correction repairs a poor description of a density that the basis can realise, but it can't supply a missing density.

## Corrected energies and the densities of the basis

Let $S$ be a finite set of states and $B\subseteq S$ a nonempty subset, the states available in the basis. Each state $s$ has a density $d(s)$ and an internal energy $T(s)$. In electronic structure, $T$ stands for the kinetic energy plus the electron–electron repulsion, not the kinetic energy alone. The external energy $v(d(s))$ depends on the state only through its density. The total energy is
$$\mathcal E(s)=T(s)+v(d(s)).$$

For a density $n$ realised in $B$, define two constrained searches,
$$F(n)=\min\{T(s): s\in S,\ d(s)=n\},\qquad F_B(n)=\min\{T(s): s\in B,\ d(s)=n\}.$$
Both minima run over finite nonempty sets, so they are attained. The corrected energy of a state $s\in B$ is
$$\mathcal E_B(s)=T(s)+v(d(s))+F(d(s))-F_B(d(s)).$$

The claim is
$$\min_{s\in B}\mathcal E_B(s)=\min\{\mathcal E(s): s\in S,\ d(s)\in d(B)\}.$$

**From the basis to the full space.** Let $s\in B$ and $n=d(s)$. Choose $t\in S$ with $d(t)=n$ and $T(t)=F(n)$. Since $F_B(n)\le T(s)$,
$$\mathcal E(t)=F(n)+v(n)\le F(n)+v(n)+T(s)-F_B(n)=\mathcal E_B(s).$$

**From the full space to the basis.** Let $t\in S$ have a density $n=d(t)$ that is realised in $B$. Choose $s\in B$ with $d(s)=n$ and $T(s)=F_B(n)$. Since $F(n)\le T(t)$,
$$\mathcal E_B(s)=F_B(n)+v(n)+F(n)-F_B(n)=F(n)+v(n)\le \mathcal E(t).$$

**Equality of the minima.** Let $E$ be the minimum of $\mathcal E_B$ over $B$, which exists because $B$ is finite and nonempty. By the second step, every energy on the right of the claim is bounded below by some corrected energy, hence by $E$. By the first step, some energy on the right is at most $E$. That energy must equal $E$, so $E$ is also the minimum on the right.

## Minimisers and remaining error

For $s\in B$ with density $n$, write
$$\mathcal E_B(s)=\bigl[T(s)-F_B(n)\bigr]+\bigl[F(n)+v(n)\bigr].$$
The first bracket is nonnegative. The second is the corrected energy of a state of $B$ that attains $F_B(n)$, so it is at least $E$. Hence $s$ attains the corrected minimum exactly when $T(s)=F_B(n)$ and $F(n)+v(n)=E$.

Let $E_0$ be the minimum of $\mathcal E$ over $S$ and $E_B$ its minimum over $B$. Thus $E_B$ is the uncorrected minimum, whereas $E$ is the minimum of the corrected energy $\mathcal E_B$. Write $R=\{s\in S:d(s)\in d(B)\}$. Then $B\subseteq R\subseteq S$, and minimising $\mathcal E$ over these three sets gives
$$E_0\le E\le E_B.$$
If $E=E_0$, a minimiser in $R$ is an exact ground state with a density realised in $B$. Conversely, if such a ground state exists, it lies in $R$, so $E\le E_0$ and equality follows.

For electronic structure, this separates two basis-set errors within a finite-state model with the exact correction: the error in the internal energy at a given density disappears, and the error from unavailable densities stays. Here $F$ is defined by a search over the full space, so the identity describes an ideal correction and says nothing about the accuracy of an approximate one.

## An infinite state set without a minimum

Finiteness of $S$ guarantees that the constrained searches attain their minima. For an infinite set this can fail. Let the states be $k=1,2,3,\dots$, all with the same density, with $T(k)=1/k$ and $v=0$, and let $B=\{1\}$. Replace the minima in the constrained searches by infima. Then $F=0$ and $F_B=1$, so the corrected energy of state 1 is $1+0-1=0$, and this is an attained minimum over $B$. The energies $1/k$ of the states with that density have infimum 0 but no minimum. The two problems therefore no longer share an attained minimum.

## States, densities and the constrained search in Lean

The type `S` holds the states and `D` the densities. The maps `d`, `T` and `v` are arbitrary functions: no Hilbert space, linearity or Coulomb interaction is assumed. A basis is a set `B : Set S`. Finiteness enters later as the hypothesis `[Finite S]`, while `D` may be infinite. This is an idealisation, since even a finite orbital basis normally spans a continuum of wave functions.

```lean
import Mathlib

open Set

namespace DensityBasisCorrection

noncomputable section

variable {S D : Type*} (d : S → D) (T : S → ℝ) (v : D → ℝ)
```

The total energy $\mathcal E(s)$ becomes `energy d T v s`.

```lean
/-- Total energy of a state: internal energy plus the external energy of its density. -/
def energy (s : S) : ℝ := T s + v (d s)
```

One definition serves for both searches: `constrainedMin d T univ` is $F$ and `constrainedMin d T B` is $F_B$. It is written as an infimum, `sInf`, which Lean also evaluates, without physical meaning, at a density that no state of `A` has; the theorems use it only at realised densities.

```lean
/-- Constrained search: the infimum of the internal energies of the states of `A` with density `n`.
It has this meaning when such states exist and their internal energies are bounded below. -/
def constrainedMin (A : Set S) (n : D) : ℝ := sInf (T '' {s | s ∈ A ∧ d s = n})
```

The correction is a function of the density alone.

```lean
/-- The basis-set correction at density `n`: the constrained search over all states minus the
constrained search over `B`. -/
def correction (B : Set S) (n : D) : ℝ :=
  constrainedMin d T univ n - constrainedMin d T B n
```

The corrected energy adds it at the density of the state. The function accepts any state, but the results concern states of `B`.

```lean
/-- Total energy of a state plus the basis-set correction for `B` at its density. -/
def correctedEnergy (B : Set S) (s : S) : ℝ := energy d T v s + correction d T B (d s)
```

The statement `IsLeast X E` says that `E` belongs to the set `X` and is a lower bound for it, so it expresses an attained minimum. The first theorem establishes this for the constrained search at the density of any state `s` of `A`. The state itself shows that the set of internal energies is nonempty; finiteness then puts the infimum in the set and makes it a lower bound.

```lean
/-- At the density of any state of `A`, the constrained search over `A` is an attained minimum. -/
theorem constrainedMin_isLeast [Finite S] {A : Set S} {s : S} (hs : s ∈ A) :
    IsLeast (T '' {t | t ∈ A ∧ d t = d s}) (constrainedMin d T A (d s)) := by
  have hf : (T '' {t | t ∈ A ∧ d t = d s}).Finite := (Set.toFinite _).image T
  have hne : (T '' {t | t ∈ A ∧ d t = d s}).Nonempty := ⟨T s, s, ⟨hs, rfl⟩, rfl⟩
  exact ⟨hne.csInf_mem hf, fun x hx => csInf_le hf.bddBelow hx⟩
```

## The two comparisons

The next theorem is the step from the basis to the full space. The `obtain` line extracts the state `t` that attains $F(n)$, and `hB` is the inequality $F_B(n)\le T(s)$. After the definitions are unfolded and the two densities identified, `linarith` completes the displayed inequality.

```lean
/-- For each state of `B` some state of the full space has the same density and a total energy
no higher than the corrected energy. -/
theorem exists_energy_le_corrected [Finite S] {B : Set S} {s : S} (hs : s ∈ B) :
    ∃ t, d t = d s ∧ energy d T v t ≤ correctedEnergy d T v B s := by
  -- take the minimiser of the full constrained search at the density of `s`
  obtain ⟨⟨t, ⟨_, htd⟩, htT⟩, _⟩ := constrainedMin_isLeast d T (Set.mem_univ s)
  have hB : constrainedMin d T B (d s) ≤ T s :=
    (constrainedMin_isLeast d T hs).2 ⟨s, ⟨hs, rfl⟩, rfl⟩
  refine ⟨t, htd, ?_⟩
  simp only [energy, correctedEnergy, correction, htd]
  linarith
```

In the opposite direction, the state `b` certifies that the density of `t` is realised in `B`. The proof extracts a state `s` that attains $F_B(n)$, and `hF` supplies $F(n)\le T(t)$. The rewriting with `hbt` moves the facts about `s` from the density of `b` to the equal density of `t`.

```lean
/-- For each state whose density is realised in `B`, some state of `B` has the same density and
a corrected energy no higher than the total energy of the given state. -/
theorem exists_corrected_le_energy [Finite S] {B : Set S} {b t : S} (hb : b ∈ B)
    (hbt : d b = d t) :
    ∃ s ∈ B, d s = d t ∧ correctedEnergy d T v B s ≤ energy d T v t := by
  -- take the minimiser of the constrained search inside `B`
  obtain ⟨⟨s, ⟨hs, hsd⟩, hsT⟩, _⟩ := constrainedMin_isLeast d T hb
  have hF : constrainedMin d T univ (d t) ≤ T t :=
    (constrainedMin_isLeast d T (Set.mem_univ t)).2 ⟨t, ⟨Set.mem_univ t, rfl⟩, rfl⟩
  rw [hbt] at hsd hsT
  refine ⟨s, hs, hsd, ?_⟩
  simp only [energy, correctedEnergy, correction, hsd]
  linarith
```

The argument for equal minima concerns only two sets of real numbers. Here `hlow` shows that `E` bounds `Y` from below, and `le_antisymm` identifies `E` with an element of `Y`.

```lean
/-- If every element of each of two sets of energies is bounded below by an element of the other,
a minimum of the first is a minimum of the second. -/
theorem isLeast_of_dominated {X Y : Set ℝ} {E : ℝ} (hXY : ∀ x ∈ X, ∃ y ∈ Y, y ≤ x)
    (hYX : ∀ y ∈ Y, ∃ x ∈ X, x ≤ y) (hE : IsLeast X E) : IsLeast Y E := by
  have hlow : ∀ y ∈ Y, E ≤ y := fun y hy => by
    obtain ⟨x, hx, hxy⟩ := hYX y hy
    exact (hE.2 hx).trans hxy
  obtain ⟨y, hy, hyE⟩ := hXY E hE.1
  have h : y = E := le_antisymm hyE (hlow y hy)
  exact ⟨h ▸ hy, fun z hz => hlow z hz⟩
```

## One minimum for both problems

The set `{s | d s ∈ d '' B}` is $R$, the set of all states whose density is realised in the basis. The equivalence says that a number is the minimum of the corrected problem exactly when it is the minimum of the density-restricted one. The facts `h1` and `h2` restate the two comparisons for sets of energies, and the preceding theorem is applied once in each direction. For an empty `B` the equivalence still holds, because neither side has a minimum.

```lean
/-- A number is the minimum of the corrected energy over `B` exactly when it is the minimum of the
total energy over all states whose density is realised in `B`. -/
theorem isLeast_corrected_iff [Finite S] (B : Set S) (E : ℝ) :
    IsLeast (correctedEnergy d T v B '' B) E ↔
      IsLeast (energy d T v '' {s | d s ∈ d '' B}) E := by
  have h1 : ∀ x ∈ correctedEnergy d T v B '' B,
      ∃ y ∈ energy d T v '' {s | d s ∈ d '' B}, y ≤ x := by
    rintro _ ⟨s, hs, rfl⟩
    obtain ⟨t, htd, hle⟩ := exists_energy_le_corrected d T v hs
    exact ⟨_, ⟨t, ⟨s, hs, htd.symm⟩, rfl⟩, hle⟩
  have h2 : ∀ y ∈ energy d T v '' {s | d s ∈ d '' B},
      ∃ x ∈ correctedEnergy d T v B '' B, x ≤ y := by
    rintro _ ⟨t, ⟨b, hb, hbt⟩, rfl⟩
    obtain ⟨s, hs, _, hle⟩ := exists_corrected_le_energy d T v hb hbt
    exact ⟨_, ⟨s, hs, rfl⟩, hle⟩
  exact ⟨isLeast_of_dominated h1 h2, isLeast_of_dominated h2 h1⟩
```

Nonemptiness of `B` adds existence. The theorem provides a single real number `E` that is the attained minimum of both problems. Its proof obtains the corrected minimum from the finite nonempty set of corrected energies and transfers it through the equivalence.

```lean
/-- Density-based basis-set correction: for nonempty `B`, the corrected energy over `B` and the
total energy over all states with a density realised in `B` attain one and the same minimum. -/
theorem corrected_minimum_eq [Finite S] {B : Set S} (hB : B.Nonempty) :
    ∃ E, IsLeast (correctedEnergy d T v B '' B) E ∧
      IsLeast (energy d T v '' {s | d s ∈ d '' B}) E := by
  have hf : (correctedEnergy d T v B '' B).Finite := (Set.toFinite B).image _
  have hE : IsLeast (correctedEnergy d T v B '' B) (sInf (correctedEnergy d T v B '' B)) :=
    ⟨(hB.image _).csInf_mem hf, fun x hx => csInf_le hf.bddBelow hx⟩
  exact ⟨_, hE, (isLeast_corrected_iff d T v B _).1 hE⟩
```

## Which states attain it, and when it is exact

The characterisation of minimisers takes a state `s` of `B` and the corrected minimum `E`. The proof chooses a state `t` of `B` that attains $F_B$ at the density of `s`. Together with `htT`, which says $T(t)=F_B(n)$, the inequality `hEt` gives $E\le F(n)+v(n)$, the bound on the second bracket, and `hB` is the bound on the first. Both directions follow by linear arithmetic.

```lean
/-- A state of `B` attains the corrected minimum `E` exactly when it has the lowest internal energy
in `B` at its density and `F + v` at that density equals `E`. -/
theorem corrected_minimiser_iff [Finite S] {B : Set S} {E : ℝ} {s : S} (hs : s ∈ B)
    (hE : IsLeast (correctedEnergy d T v B '' B) E) :
    correctedEnergy d T v B s = E ↔
      T s = constrainedMin d T B (d s) ∧ constrainedMin d T univ (d s) + v (d s) = E := by
  obtain ⟨⟨t, ⟨ht, htd⟩, htT⟩, hlow⟩ := constrainedMin_isLeast d T hs
  have hB : constrainedMin d T B (d s) ≤ T s := hlow ⟨s, ⟨hs, rfl⟩, rfl⟩
  have hEt : E ≤ correctedEnergy d T v B t := hE.2 ⟨t, ht, rfl⟩
  simp only [energy, correctedEnergy, correction, htd] at hEt ⊢
  constructor
  · intro h
    constructor <;> linarith
  · rintro ⟨h1, h2⟩
    linarith
```

In the bounds on the corrected energy, `E₀`, `E` and `E_B` are the exact, corrected and uncorrected minima, each given by an `IsLeast` hypothesis. After the corrected problem is exchanged for the density-restricted one, the two inequalities follow from the inclusions $B\subseteq R\subseteq S$.

```lean
/-- The corrected minimum lies between the exact minimum over all states and the uncorrected
minimum over `B`. -/
theorem corrected_between [Finite S] {B : Set S} {E₀ E E_B : ℝ}
    (h₀ : IsLeast (range (energy d T v)) E₀)
    (hE : IsLeast (correctedEnergy d T v B '' B) E)
    (h_B : IsLeast (energy d T v '' B) E_B) : E₀ ≤ E ∧ E ≤ E_B := by
  have hR := (isLeast_corrected_iff d T v B E).1 hE
  constructor
  · obtain ⟨s, _, hs⟩ := hR.1
    exact h₀.2 ⟨s, hs⟩
  · obtain ⟨s, hs, hsE⟩ := h_B.1
    exact hR.2 ⟨s, ⟨s, hs, rfl⟩, hsE⟩
```

The exactness criterion asks for a ground state whose density is realised in `B`; the ground state itself need not belong to `B`. The forward direction takes the minimiser in $R$, and the reverse direction compares the two minima.

```lean
/-- The corrected minimum equals the exact minimum if and only if some exact ground state has a
density realised in `B`. -/
theorem corrected_exact_iff [Finite S] {B : Set S} {E₀ E : ℝ}
    (h₀ : IsLeast (range (energy d T v)) E₀)
    (hE : IsLeast (correctedEnergy d T v B '' B) E) :
    E = E₀ ↔ ∃ s, energy d T v s = E₀ ∧ d s ∈ d '' B := by
  have hR := (isLeast_corrected_iff d T v B E).1 hE
  constructor
  · intro h
    obtain ⟨s, hs, hsE⟩ := hR.1
    exact ⟨s, hsE.trans h, hs⟩
  · rintro ⟨s, hsE, hs⟩
    obtain ⟨t, _, ht⟩ := hR.1
    exact le_antisymm (hR.2 ⟨s, hs, hsE⟩) (h₀.2 ⟨t, ht⟩)
```

## The three states again

The last theorem is the opening example with the same numbering. The vector `![0, 0, 1]` lists the densities of states 0, 1 and 2, `![2, 1, 0]` lists their internal energies, and the basis is `{0}`. The minima 0, 1 and 2 show that both inequalities in $E_0\le E\le E_B$ can be strict at once.

For the corrected minimum, the proof first rewrites with the main equivalence, so no constrained search has to be evaluated. State 1 attains the value 1, and the case check excludes state 2 because its density differs from that of state 0. The other two minima are checked directly.

```lean
/-- Three states with internal energies 2, 1, 0, the first two sharing a density that the third
lacks, and no external energy: with only the first state in `B`, the exact, corrected and
uncorrected minima are 0, 1 and 2. -/
theorem three_state_model :
    IsLeast (range (energy (![0, 0, 1] : Fin 3 → Fin 2) ![2, 1, 0] (fun _ => 0))) 0 ∧
    IsLeast (correctedEnergy (![0, 0, 1] : Fin 3 → Fin 2) ![2, 1, 0] (fun _ => 0) {0} '' {0}) 1 ∧
    IsLeast (energy (![0, 0, 1] : Fin 3 → Fin 2) ![2, 1, 0] (fun _ => 0) '' {0}) 2 := by
  refine ⟨⟨⟨2, by norm_num [energy]; rfl⟩, ?_⟩, ?_, ⟨⟨0, rfl, by norm_num [energy]⟩, ?_⟩⟩
  · rintro _ ⟨s, rfl⟩
    fin_cases s <;> norm_num [energy]
  · -- the main equivalence replaces the corrected problem by the density-restricted one
    rw [isLeast_corrected_iff]
    refine ⟨⟨1, ⟨0, rfl, rfl⟩, by norm_num [energy]⟩, ?_⟩
    rintro _ ⟨s, ⟨b, hb, hbs⟩, rfl⟩
    obtain rfl : b = 0 := hb
    fin_cases s <;> simp [energy] at hbs ⊢
  · rintro _ ⟨s, hs, rfl⟩
    obtain rfl : s = 0 := hs
    norm_num [energy]

end

end DensityBasisCorrection
```

```lean
#print axioms DensityBasisCorrection.corrected_minimum_eq
#print axioms DensityBasisCorrection.corrected_between
#print axioms DensityBasisCorrection.corrected_exact_iff
#print axioms DensityBasisCorrection.three_state_model
```

```
'DensityBasisCorrection.corrected_minimum_eq' depends on axioms: [propext, Classical.choice, Quot.sound]
'DensityBasisCorrection.corrected_between' depends on axioms: [propext, Classical.choice, Quot.sound]
'DensityBasisCorrection.corrected_exact_iff' depends on axioms: [propext, Classical.choice, Quot.sound]
'DensityBasisCorrection.three_state_model' depends on axioms: [propext, Classical.choice, Quot.sound]
```
